# On a nearest-neighbour Frenkel ring with equal nonzero site dipoles, the only bright Bloch exciton lies at a band edge

Sites \(n\) and wave numbers \(k\) are elements of `ZMod N`, the integers modulo \(N\), so site \(N\) is site 0. The instance `[NeZero N]` means \(N\ge1\).

```lean
import Mathlib

open Matrix Polynomial

namespace FrenkelRing

noncomputable section

variable {N : ℕ} [NeZero N]
```

One basis state is one singlet excitation on one site. Its energy is \(E_g-W\), the gap minus the on-site electron–hole attraction; any on-site exchange must be absorbed there. The real parameter \(J\) transfers the excitation between neighbours. It is postulated, not computed from the dipoles. Charge-transfer states, vibrations and longer-range coupling are absent.

```lean
/-- Singlet Frenkel matrix of a ring of `N` sites: `Eg - W` on the diagonal and the coupling `J`
between nearest neighbours. -/
def ringHamiltonian (N : ℕ) (Eg W J : ℝ) : Matrix (ZMod N) (ZMod N) ℂ :=
  Matrix.of fun i j =>
    if j = i then ((Eg - W : ℝ) : ℂ) else if j = i + 1 ∨ j = i - 1 then (J : ℂ) else 0
```

The Bloch states are normalised, \(\psi_k(n)=e^{2\pi i kn/N}/\sqrt N\); `ZMod.stdAddChar` supplies the phase.

```lean
/-- Bloch state of wave number `k` on `N ≥ 1` sites, with amplitude `exp(2πi k n/N)/√N` on
site `n`. -/
def bloch (k : ZMod N) : ZMod N → ℂ :=
  fun n => (((Real.sqrt N)⁻¹ : ℝ) : ℂ) * ZMod.stdAddChar (k * n)
```

The proposed band is \(E_k=E_g-W+2J\cos(2\pi k/N)\), with `k.val` the representative in \(0,\dots,N-1\).

```lean
/-- The band formula `Eg - W + 2J cos(2πk/N)`, defined for `N ≥ 1`; its values are the energies of
the Frenkel matrix when `N ≥ 3`. -/
def bandEnergy (Eg W J : ℝ) (k : ZMod N) : ℝ :=
  Eg - W + 2 * J * Real.cos (2 * Real.pi * k.val / N)
```

Each site has a real transition dipole \(d(n)\) in three dimensions. The strength is \(\sum_a|\sum_n\psi(n)d_a(n)|^2\), without the energy factor of an oscillator strength.

```lean
/-- Dipole strength of an exciton `ψ`: the squared length of the transition dipole
`∑ ψ(n) d(n)` built from the site dipoles `d(n)`. -/
def dipoleStrength (d : ZMod N → Fin 3 → ℝ) (ψ : ZMod N → ℂ) : ℝ :=
  ∑ a, ‖∑ n, ψ n * (d n a : ℂ)‖ ^ 2
```

## At least three sites: two distinct neighbours

The hypothesis `3 ≤ N` says that each site has two different neighbours. For \(J\ne0\), only then does the matrix, defined by adjacency, act as the site energy plus \(J\) times a sum of two shifts:
\[(H\psi)(i)=(E_g-W)\psi(i)+J[\psi(i+1)+\psi(i-1)].\]
The proof shows that \(2\neq0\) modulo \(N\), hence that \(i\), \(i+1\) and \(i-1\) differ, and splits each matrix row into three separate terms.

```lean
/-- For `N ≥ 3` the Frenkel matrix acts as the site energy plus `J` times the sum of the shift
and the inverse shift. -/
theorem ringHamiltonian_mulVec (hN : 3 ≤ N) (Eg W J : ℝ) (ψ : ZMod N → ℂ) (i : ZMod N) :
    (ringHamiltonian N Eg W J *ᵥ ψ) i
      = ((Eg - W : ℝ) : ℂ) * ψ i + J * (ψ (i + 1) + ψ (i - 1)) := by
  -- on three or more sites the two neighbours differ from the site and from each other
  have h2 : (2 : ZMod N) ≠ 0 := by
    intro h
    have h' := (CharP.cast_eq_zero_iff (ZMod N) N 2).1 (by exact_mod_cast h)
    have := Nat.le_of_dvd (by norm_num) h'
    omega
  have n1 : i ≠ i + 1 := fun h => h2 (by linear_combination (-2) * h)
  have n2 : i ≠ i - 1 := fun h => h2 (by linear_combination 2 * h)
  have n3 : i + 1 ≠ i - 1 := fun h => h2 (by linear_combination h)
  have entry : ∀ j, ringHamiltonian N Eg W J i j = (if j = i then ((Eg - W : ℝ) : ℂ) else 0)
      + (if j = i + 1 then (J : ℂ) else 0) + (if j = i - 1 then (J : ℂ) else 0) := by
    intro j
    simp only [ringHamiltonian, Matrix.of_apply]
    by_cases a : j = i
    · simp only [a, n1, n2, ↓reduceIte, add_zero]
    by_cases b : j = i + 1
    · simp only [b, n1.symm, n3, ↓reduceIte, true_or, add_zero, zero_add]
    by_cases c : j = i - 1
    · simp only [c, n2.symm, n3.symm, ↓reduceIte, or_true, add_zero, zero_add]
    · simp only [a, b, c, ↓reduceIte, or_self, add_zero]
  simp only [Matrix.mulVec, dotProduct, entry, add_mul, ite_mul, zero_mul,
    Finset.sum_add_distrib, Finset.sum_ite_eq', Finset.mem_univ, ↓reduceIte]
  ring
```

For a Bloch state, the steps forward and back multiply the amplitude by complex-conjugate phase factors, and
\[e^{2\pi ik/N}+e^{-2\pi ik/N}=2\cos(2\pi k/N).\]

```lean
/-- The Bloch phases for one step forward and one step back add up to `2 cos(2πk/N)`. -/
theorem phase_add_phase_neg (k : ZMod N) :
    ZMod.stdAddChar k + ZMod.stdAddChar (-k)
      = 2 * ((Real.cos (2 * Real.pi * k.val / N) : ℝ) : ℂ) := by
  have e := ZMod.stdAddChar_coe (N := N) (k.val : ℤ)
  rw [Int.cast_natCast, Int.cast_natCast, ZMod.natCast_zmod_val] at e
  have a : 2 * (Real.pi : ℂ) * Complex.I * (k.val : ℂ) / N
      = (2 * Real.pi * (k.val : ℂ) / N) * Complex.I := by ring
  rw [AddChar.map_neg_eq_inv, e, ← Complex.exp_neg, a]
  simp only [Complex.ofReal_cos, Complex.ofReal_div, Complex.ofReal_mul,
    Complex.ofReal_natCast, Complex.ofReal_ofNat]
  rw [Complex.cos, neg_mul]
  ring
```

Substitution gives \(H\psi_k=E_k\psi_k\); the final `linear_combination` multiplies the phase identity by \(J\psi_k(n)\).

```lean
/-- For `N ≥ 3` each Bloch state is an eigenvector of the Frenkel matrix with energy
`Eg - W + 2J cos(2πk/N)`. -/
theorem ringHamiltonian_bloch (hN : 3 ≤ N) (Eg W J : ℝ) (k : ZMod N) :
    ringHamiltonian N Eg W J *ᵥ bloch k = (bandEnergy Eg W J k : ℂ) • bloch k := by
  funext n
  have p : ZMod.stdAddChar (k * (n + 1))
      = ZMod.stdAddChar (k * n) * ZMod.stdAddChar k := by
    rw [mul_add, mul_one, AddChar.map_add_eq_mul]
  have q : ZMod.stdAddChar (k * (n - 1))
      = ZMod.stdAddChar (k * n) * ZMod.stdAddChar (-k) := by
    rw [← AddChar.map_add_eq_mul]
    congr 1
    ring
  rw [ringHamiltonian_mulVec hN]
  simp only [bloch, Pi.smul_apply, smul_eq_mul, p, q, bandEnergy, Complex.ofReal_add,
    Complex.ofReal_mul, Complex.ofReal_ofNat]
  linear_combination ((J : ℂ) * (((Real.sqrt N)⁻¹ : ℝ) : ℂ) * ZMod.stdAddChar (k * n))
    * phase_add_phase_neg k
```

The overlap of two Bloch states is \(\frac1N\sum_n q^n\) with \(q=e^{2\pi i(l-k)/N}\). It is 1 for \(k=l\); otherwise \(q\ne1\) and \(q^N=1\), so the geometric sum \((q^N-1)/(q-1)\) vanishes. In Lean this is `AddChar.sum_mulShift`, and it needs only \(N\ge1\).

```lean
/-- The Bloch states are orthonormal. -/
theorem bloch_orthonormal (k l : ZMod N) :
    star (bloch k) ⬝ᵥ bloch l = if k = l then 1 else 0 := by
  have hpos : (0 : ℝ) < N := by exact_mod_cast Nat.pos_of_ne_zero (NeZero.ne N)
  have hr : (Real.sqrt N)⁻¹ * (Real.sqrt N)⁻¹ * (N : ℝ) = 1 := by
    rw [← mul_inv, Real.mul_self_sqrt hpos.le, inv_mul_cancel₀ hpos.ne']
  have hc : (((Real.sqrt N)⁻¹ : ℝ) : ℂ) * (((Real.sqrt N)⁻¹ : ℝ) : ℂ) * (N : ℂ) = 1 := by
    exact_mod_cast hr
  have key : ∀ n, star (bloch k n) * bloch l n = (((Real.sqrt N)⁻¹ : ℝ) : ℂ)
      * (((Real.sqrt N)⁻¹ : ℝ) : ℂ) * ZMod.stdAddChar (n * (l - k)) := by
    intro n
    have h1 : ZMod.stdAddChar (n * (l - k))
        = ZMod.stdAddChar (-(k * n)) * ZMod.stdAddChar (l * n) := by
      rw [← AddChar.map_add_eq_mul]
      congr 1
      ring
    have h2 : ZMod.stdAddChar (-(k * n)) = star (ZMod.stdAddChar (k * n)) := by
      rw [AddChar.map_neg_eq_inv, ZMod.stdAddChar_apply, ← Circle.coe_inv,
        Circle.coe_inv_eq_conj, Complex.star_def]
    rw [h1, h2]
    simp only [bloch, star_mul', Complex.star_def, Complex.conj_ofReal]
    ring
  simp only [dotProduct, Pi.star_apply, key]
  rw [← Finset.mul_sum, AddChar.sum_mulShift _ (ZMod.isPrimitive_stdAddChar N)]
  by_cases h : k = l
  · simp only [h, sub_self, ↓reduceIte, ZMod.card]
    exact hc
  · rw [if_neg (sub_ne_zero.2 (Ne.symm h)), if_neg h]
    simp
```

The Bloch states are therefore the columns of a unitary \(U\) with \(H=UDU^\dagger\), where \(D\) is diagonal with entries \(E_k\). Hence \(\det(X-H)=\prod_k(X-E_k)\), which fixes the whole spectrum with multiplicities. The proof moves \(U\) cyclically inside the characteristic polynomial and cancels \(U^\dagger U\).

```lean
/-- The full exciton spectrum for `N ≥ 3`: the characteristic polynomial of the Frenkel matrix
has exactly the band energies as roots, counted with multiplicity. -/
theorem ringHamiltonian_charpoly (hN : 3 ≤ N) (Eg W J : ℝ) :
    (ringHamiltonian N Eg W J).charpoly
      = ∏ k : ZMod N, (X - C (bandEnergy Eg W J k : ℂ)) := by
  let U : Matrix (ZMod N) (ZMod N) ℂ := fun n k => bloch k n
  let D : Matrix (ZMod N) (ZMod N) ℂ := diagonal fun k => (bandEnergy Eg W J k : ℂ)
  have hU : Uᴴ * U = 1 := by
    refine Matrix.ext fun k l => ?_
    rw [Matrix.one_apply]
    exact bloch_orthonormal k l
  have hHU : ringHamiltonian N Eg W J * U = U * D := by
    refine Matrix.ext fun n k => ?_
    rw [Matrix.mul_diagonal]
    change (ringHamiltonian N Eg W J *ᵥ bloch k) n = bloch k n * (bandEnergy Eg W J k : ℂ)
    rw [ringHamiltonian_bloch hN, Pi.smul_apply, smul_eq_mul, mul_comm]
  -- the Bloch states diagonalise the matrix by a unitary transformation
  have hH : ringHamiltonian N Eg W J = U * (D * Uᴴ) := by
    calc ringHamiltonian N Eg W J = ringHamiltonian N Eg W J * (U * Uᴴ) := by
          rw [mul_eq_one_comm.1 hU, mul_one]
      _ = U * (D * Uᴴ) := by rw [← mul_assoc, hHU, mul_assoc]
  have hD : D.charmatrix = diagonal fun k => X - C (bandEnergy Eg W J k : ℂ) := by
    refine Matrix.ext fun i j => ?_
    by_cases h : i = j <;> simp [D, h]
  rw [hH, Matrix.charpoly_mul_comm, mul_assoc, hU, mul_one, Matrix.charpoly, hD, det_diagonal]
```

With two sites the neighbours coincide. The Frenkel matrix then has eigenvalues \(E_g-W\pm J\), while the band formula gives \(E_g-W\pm2J\). Treating "nearest neighbours" and "shift plus inverse shift" as synonyms hides this double counting.

## Equal site dipoles: only the summed amplitude matters

Equal dipoles describe identical, parallel molecules. The vector \(d\) then factors out, leaving \(|d|^2\,|\sum_n\psi(n)|^2\).

```lean
/-- With equal site dipoles `d` the strength is `|d|²` times the squared modulus of the summed
exciton amplitude. -/
theorem dipoleStrength_equal (d : Fin 3 → ℝ) (ψ : ZMod N → ℂ) :
    dipoleStrength (fun _ => d) ψ = ‖∑ n, ψ n‖ ^ 2 * ∑ a, d a ^ 2 := by
  simp only [dipoleStrength, Finset.mul_sum]
  refine Finset.sum_congr rfl fun a _ => ?_
  rw [← Finset.sum_mul, norm_mul, mul_pow, Complex.norm_real, Real.norm_eq_abs, sq_abs]
```

For a Bloch state the same geometric sum gives \(\sum_n\psi_k(n)=\sqrt N\) at \(k=0\) and zero otherwise. The strengths are \(N|d|^2\) and 0.

```lean
/-- With equal site dipoles `d` the Bloch state `k = 0` has strength `N|d|²`, and all other Bloch
states are dark. -/
theorem dipoleStrength_bloch (d : Fin 3 → ℝ) (k : ZMod N) :
    dipoleStrength (fun _ => d) (bloch k) = if k = 0 then N * ∑ a, d a ^ 2 else 0 := by
  have h0 : (N : ℝ) ≠ 0 := by exact_mod_cast NeZero.ne N
  have hs : ∑ n, bloch k n
      = (((Real.sqrt N)⁻¹ : ℝ) : ℂ) * ∑ n, ZMod.stdAddChar (n * k) := by
    rw [Finset.mul_sum]
    exact Finset.sum_congr rfl fun n _ => by rw [bloch, mul_comm k n]
  rw [dipoleStrength_equal, hs, AddChar.sum_mulShift _ (ZMod.isPrimitive_stdAddChar N)]
  by_cases h : k = 0
  · simp only [h, ↓reduceIte, ZMod.card]
    congr 1
    rw [norm_mul, Complex.norm_real, Complex.norm_natCast, mul_pow, Real.norm_eq_abs, sq_abs,
      inv_pow, Real.sq_sqrt (Nat.cast_nonneg N)]
    field_simp
  · simp [h]
```

If the dipoles alternate as \((-1)^nd\) on four sites, with \(d\neq0\), then \(k=0\) is dark and \(k=2\) carries \(4|d|^2\).

## Nonzero dipole and signed coupling: which edge is bright

The condition \(d\ne0\) makes the site transition allowed, so that "bright" is equivalent to \(k=0\). The sign of \(J\) then selects the edge through
\[E_0-E_k=2J\,[1-\cos(2\pi k/N)].\]
For \(k\neq0\) the angle lies strictly between 0 and \(2\pi\), so the bracket is positive; this is `hcos`. Thus \(k=0\) is the unique minimum for \(J<0\) and the unique maximum for \(J>0\). Conversely, no other \(k\) can be that extremum, because \(k=0\) beats it.

```lean
/-- With equal nonzero site dipoles, the Bloch state `k` is bright exactly when the band formula
`bandEnergy` is strictly lower at `k` than at every other wave number, if `J < 0`, and exactly when
it is strictly higher at `k` than at every other wave number, if `J > 0`. -/
theorem bright_iff_band_edge (Eg W J : ℝ) {d : Fin 3 → ℝ} (hd : d ≠ 0) (k : ZMod N) :
    (J < 0 → (0 < dipoleStrength (fun _ => d) (bloch k) ↔
      ∀ l, l ≠ k → bandEnergy Eg W J k < bandEnergy Eg W J l)) ∧
    (0 < J → (0 < dipoleStrength (fun _ => d) (bloch k) ↔
      ∀ l, l ≠ k → bandEnergy Eg W J l < bandEnergy Eg W J k)) := by
  have hpos : (0 : ℝ) < N := by exact_mod_cast Nat.pos_of_ne_zero (NeZero.ne N)
  have hd2 : 0 < ∑ a, d a ^ 2 := by
    obtain ⟨a, ha⟩ := Function.ne_iff.1 hd
    have ha' : d a ≠ 0 := ha
    exact Finset.sum_pos' (fun _ _ => sq_nonneg _) ⟨a, Finset.mem_univ a, by positivity⟩
  have bright : 0 < dipoleStrength (fun _ => d) (bloch k) ↔ k = 0 := by
    rw [dipoleStrength_bloch]
    by_cases h : k = 0
    · simp only [h, ↓reduceIte, iff_true]
      exact mul_pos hpos hd2
    · simp [h]
  -- away from k = 0 the cosine is strictly below one
  have hcos : ∀ l : ZMod N, l ≠ 0 → Real.cos (2 * Real.pi * l.val / N) < 1 := by
    intro l hl
    have hv : (0 : ℝ) < l.val := by
      exact_mod_cast Nat.pos_of_ne_zero fun h => hl ((ZMod.val_eq_zero l).1 h)
    have hvN : (l.val : ℝ) < N := by exact_mod_cast ZMod.val_lt l
    have hpi := Real.pi_pos
    have hx : 0 < 2 * Real.pi * l.val / N := by positivity
    have hx2 : 2 * Real.pi * l.val / N < 2 * Real.pi := by
      rw [div_lt_iff₀ hpos]
      exact mul_lt_mul_of_pos_left hvN (by positivity)
    refine lt_of_le_of_ne (Real.cos_le_one _) fun h => ?_
    have := (Real.cos_eq_one_iff_of_lt_of_lt (by linarith) hx2).1 h
    linarith
  have e0 : bandEnergy Eg W J (0 : ZMod N) = Eg - W + 2 * J := by simp [bandEnergy]
  constructor
  · intro hJ
    have edge : ∀ l : ZMod N, l ≠ 0 → bandEnergy Eg W J (0 : ZMod N) < bandEnergy Eg W J l := by
      intro l hl
      rw [e0, bandEnergy]
      nlinarith [hcos l hl]
    rw [bright]
    refine ⟨fun h => by rw [h]; exact edge, fun h => ?_⟩
    by_contra hk
    exact lt_asymm (h 0 (Ne.symm hk)) (edge k hk)
  · intro hJ
    have edge : ∀ l : ZMod N, l ≠ 0 → bandEnergy Eg W J l < bandEnergy Eg W J (0 : ZMod N) := by
      intro l hl
      rw [e0, bandEnergy]
      nlinarith [hcos l hl]
    rw [bright]
    refine ⟨fun h => by rw [h]; exact edge, fun h => ?_⟩
    by_contra hk
    exact lt_asymm (h 0 (Ne.symm hk)) (edge k hk)
```

If \(d=0\), the edge state is dark too. If \(J=0\), the band is flat and has no unique edge once \(N\ge2\). The theorem compares values of the band formula, which are the matrix's energies when \(N\ge3\).

In this finite nearest-neighbour model with equal nonzero site dipoles, absorption from the ground state therefore goes to the band bottom for \(J<0\) and to the top for \(J>0\), the pattern associated with J- and H-aggregates.

## An energy different from that of \(k=0\): darkness in any basis

Since \(E_k=E_{-k}\), a numerical diagonalisation may return standing waves instead of Bloch states. Let \(H\psi=\varepsilon\psi\) and \(S=\sum_n\psi(n)\). Summing over the ring, where shifts leave the sum unchanged, gives
\[\varepsilon S=(E_g-W+2J)S.\]
If \(\varepsilon\ne E_g-W+2J\), then \(S=0\), and with equal site dipoles \(\psi\) is dark. The proof follows these lines, using `3 ≤ N` for the action of \(H\).

```lean
/-- For `N ≥ 3` and equal site dipoles, every eigenvector of the Frenkel matrix whose energy
differs from `Eg - W + 2J` is dark, whatever basis is chosen in a degenerate level. -/
theorem eigenvector_dark (hN : 3 ≤ N) (Eg W J : ℝ) (d : Fin 3 → ℝ) {ψ : ZMod N → ℂ} {ε : ℂ}
    (hψ : ringHamiltonian N Eg W J *ᵥ ψ = ε • ψ) (hε : ε ≠ ((Eg - W : ℝ) : ℂ) + 2 * J) :
    dipoleStrength (fun _ => d) ψ = 0 := by
  have hf : ∑ n, ψ (n + 1) = ∑ n, ψ n := Equiv.sum_comp (Equiv.addRight (1 : ZMod N)) ψ
  have hb : ∑ n, ψ (n - 1) = ∑ n, ψ n := Equiv.sum_comp (Equiv.subRight (1 : ZMod N)) ψ
  -- sum the eigenvalue equation over all sites
  have hs : ∑ n, (ε • ψ) n = ∑ n, (((Eg - W : ℝ) : ℂ) * ψ n + J * (ψ (n + 1) + ψ (n - 1))) :=
    Finset.sum_congr rfl fun n _ => by rw [← hψ, ringHamiltonian_mulVec hN]
  simp only [Pi.smul_apply, smul_eq_mul, Finset.sum_add_distrib, ← Finset.mul_sum, hf, hb] at hs
  have hz : (ε - (((Eg - W : ℝ) : ℂ) + 2 * J)) * ∑ n, ψ n = 0 := by
    linear_combination hs
  have h0 : ∑ n, ψ n = 0 := (mul_eq_zero.1 hz).resolve_left (sub_ne_zero.2 hε)
  rw [dipoleStrength_equal, h0]
  simp

end

end FrenkelRing
```

Without the energy condition this fails for every \(J\) when \(d\ne0\): the Bloch state \(k=0\) is an eigenvector with strength \(N|d|^2>0\). At \(J=0\) even an excitation on a single site is an eigenvector, with strength \(|d|^2>0\).

```lean
#print axioms FrenkelRing.ringHamiltonian_charpoly
#print axioms FrenkelRing.bright_iff_band_edge
#print axioms FrenkelRing.eigenvector_dark
```

```
'FrenkelRing.ringHamiltonian_charpoly' depends on axioms: [propext, Classical.choice, Quot.sound]
'FrenkelRing.bright_iff_band_edge' depends on axioms: [propext, Classical.choice, Quot.sound]
'FrenkelRing.eigenvector_dark' depends on axioms: [propext, Classical.choice, Quot.sound]
```
